# For linearly independent steps, the multisecant update is the smallest Frobenius-norm change that satisfies the secant equations

A quasi-Newton solver for self-consistent-field equations can revise its Jacobian estimate from several recorded steps at once before it computes the next one. For finitely many real variables, the result below identifies the revision that reproduces all the recorded data and changes the old estimate least.

## The update and its derivation

Let the columns of the n×m matrix S be the steps, those of the p×m matrix Y the corresponding residual changes, and let B be the old p×n Jacobian estimate. A square root-finding problem has p = n. Write G = SᵀS and assume that G is invertible. Since vᵀGv = |Sv|², this means that the steps are linearly independent. The update is

B₊ = B + (Y − BS)G⁻¹Sᵀ.

It satisfies the secant equations:

B₊S = BS + (Y − BS)G⁻¹G = Y.

Now let C be any matrix with CS = Y, and set D = C − B₊ and E = B₊ − B. Then DS = Y − Y = 0, and since G is symmetric,

DEᵀ = DSG⁻¹(Y − BS)ᵀ = 0.

The diagonal entries of this equation say that Σⱼ DᵢⱼEᵢⱼ = 0 for each row i. With ‖·‖ the Frobenius norm, so that ‖A‖² = Σᵢⱼ Aᵢⱼ², expanding the squares in ‖D + E‖² therefore leaves no cross term:

‖C − B‖² = ‖C − B₊‖² + ‖B₊ − B‖².

If C ≠ B₊, the first term on the right is positive, so C is strictly farther from B than B₊ is.

The update also leaves B unchanged on directions orthogonal to all steps: if Sᵀv = 0, then B₊v = Bv. This property and the secant equations determine it. Let Q = 1 − SG⁻¹Sᵀ. Then SᵀQ = Sᵀ − GG⁻¹Sᵀ = 0, so a matrix C with both properties has CQ = BQ, and

C = CQ + CSG⁻¹Sᵀ = BQ + YG⁻¹Sᵀ = B₊.

For one step s ≠ 0 with residual change y, Broyden's matrix B + (y − Bs)sᵀ/(sᵀs) has both properties, so it equals B₊.

Finally, suppose that G is singular and p ≥ 1. Some v ≠ 0 has Gv = 0, hence |Sv|² = 0 and Sv = 0. Any solution of CS = Y then requires Yv = CSv = 0, which fails when every row of Y is vᵀ. Invertibility of G is thus necessary if the equations are to be solvable for every Y. It is also sufficient, because B₊ solves them.

## Matrices and the secant equations in Lean

The finite types `n` and `m` label variables and steps; `p` labels residual components.

```lean
import Mathlib

open Matrix

namespace MultisecantUpdate

noncomputable section

variable {p n m : Type*} [Fintype n] [Fintype m] [DecidableEq m]
```

The definition accepts rectangular matrices.

```lean
/-- The multisecant update `B + (Y - B S) (Sᵀ S)⁻¹ Sᵀ` of a Jacobian estimate `B`, with steps in
the columns of `S` and residual changes in those of `Y`; its domain is `Sᵀ S` invertible. -/
def multisecantUpdate (B : Matrix p n ℝ) (S : Matrix n m ℝ) (Y : Matrix p m ℝ) :
    Matrix p n ℝ :=
  B + (Y - B * S) * (Sᵀ * S)⁻¹ * Sᵀ
```

The hypothesis `IsUnit (Sᵀ * S).det` says that det G ≠ 0. The proof reassociates the product and cancels G.

```lean
/-- If `Sᵀ S` is invertible, the updated Jacobian reproduces all recorded residual changes. -/
theorem update_secant (B : Matrix p n ℝ) (S : Matrix n m ℝ) (Y : Matrix p m ℝ)
    (h : IsUnit (Sᵀ * S).det) : multisecantUpdate B S Y * S = Y := by
  unfold multisecantUpdate
  rw [Matrix.add_mul, Matrix.mul_assoc, Matrix.mul_assoc (Y - B * S),
    Matrix.nonsing_inv_mul _ h, Matrix.mul_one, add_sub_cancel]
```

## Directions orthogonal to the steps

Here `*ᵥ` is the action of a matrix on a vector. In the converse direction, `hQ` is SᵀQ = 0, and `hCQ` obtains CQ = BQ column by column.

```lean
/-- If `Sᵀ S` is invertible, the multisecant update is the only matrix that satisfies the secant
equations and acts as the old Jacobian on every direction orthogonal to all steps. -/
theorem eq_update_iff (B C : Matrix p n ℝ) (S : Matrix n m ℝ) (Y : Matrix p m ℝ)
    (h : IsUnit (Sᵀ * S).det) :
    C = multisecantUpdate B S Y ↔
      C * S = Y ∧ ∀ v : n → ℝ, Sᵀ *ᵥ v = 0 → C *ᵥ v = B *ᵥ v := by
  classical
  constructor
  · rintro rfl
    refine ⟨update_secant B S Y h, fun v hv => ?_⟩
    unfold multisecantUpdate
    rw [Matrix.add_mulVec, ← Matrix.mulVec_mulVec, hv, Matrix.mulVec_zero, add_zero]
  · rintro ⟨hS, hC⟩
    -- the columns of `1 - S (Sᵀ S)⁻¹ Sᵀ` are orthogonal to all steps
    have hQ : Sᵀ * (1 - S * ((Sᵀ * S)⁻¹ * Sᵀ)) = 0 := by
      rw [Matrix.mul_sub, Matrix.mul_one, ← Matrix.mul_assoc Sᵀ,
        ← Matrix.mul_assoc (Sᵀ * S), Matrix.mul_nonsing_inv _ h, Matrix.one_mul, sub_self]
    have hCQ : C * (1 - S * ((Sᵀ * S)⁻¹ * Sᵀ)) = B * (1 - S * ((Sᵀ * S)⁻¹ * Sᵀ)) := by
      ext i j
      exact congrFun (hC (fun k => (1 - S * ((Sᵀ * S)⁻¹ * Sᵀ) : Matrix n n ℝ) k j)
        (funext fun a => congrFun (congrFun hQ a) j)) i
    rw [Matrix.mul_sub, Matrix.mul_sub, Matrix.mul_one, Matrix.mul_one,
      ← Matrix.mul_assoc C, ← Matrix.mul_assoc B, hS] at hCQ
    unfold multisecantUpdate
    rw [Matrix.mul_assoc (Y - B * S), Matrix.sub_mul, sub_eq_iff_eq_add.mp hCQ]
    abel
```

## Solvability for arbitrary residual changes

`Nonempty p` is the condition p ≥ 1. The proof takes the null vector of G and builds the Y whose rows all equal it; the converse uses the update with B = 0.

```lean
/-- With at least one residual component, the secant equations `C S = Y` can be solved for every
`Y` exactly when `Sᵀ S` is invertible. -/
theorem secant_solvable_iff [Nonempty p] (S : Matrix n m ℝ) :
    (∀ Y : Matrix p m ℝ, ∃ C : Matrix p n ℝ, C * S = Y) ↔ IsUnit (Sᵀ * S).det := by
  constructor
  · intro hsolve
    rw [isUnit_iff_ne_zero]
    intro h0
    obtain ⟨v, hv, hSv⟩ := Matrix.exists_mulVec_eq_zero_iff.mpr h0
    rw [← Matrix.mulVec_mulVec] at hSv
    -- a null vector of the Gram matrix is a linear dependence between the steps
    have hz : S *ᵥ v = 0 := by
      apply dotProduct_self_eq_zero.mp
      rw [Matrix.dotProduct_mulVec, ← Matrix.mulVec_transpose, hSv, zero_dotProduct]
    obtain ⟨C, hC⟩ := hsolve (Matrix.of fun _ j => v j)
    have h1 : (Matrix.of fun (_ : p) j => v j) *ᵥ v = 0 := by
      rw [← hC, ← Matrix.mulVec_mulVec, hz, Matrix.mulVec_zero]
    exact hv (dotProduct_self_eq_zero.mp (congrFun h1 (Classical.arbitrary p)))
  · exact fun h Y => ⟨multisecantUpdate 0 S Y, update_secant 0 S Y h⟩
```

## Broyden's update as the one-step case

`vecMulVec` is the outer product and `⬝ᵥ` the dot product.

```lean
/-- Broyden's rank-one update `B + (y - B s) sᵀ / (sᵀ s)`, for a nonzero step `s`. -/
def broydenUpdate (B : Matrix p n ℝ) (s : n → ℝ) (y : p → ℝ) : Matrix p n ℝ :=
  B + vecMulVec ((s ⬝ᵥ s)⁻¹ • (y - B *ᵥ s)) s
```

`replicateCol Unit s` turns s into a one-column matrix. `key` evaluates the outer product on a vector, and `eq_update_iff` then identifies the two updates.

```lean
/-- For a single nonzero step `s`, Broyden's rank-one update maps `s` to `y` and coincides with
the multisecant update. -/
theorem single_secant (B : Matrix p n ℝ) (s : n → ℝ) (y : p → ℝ) (hs : s ≠ 0) :
    broydenUpdate B s y *ᵥ s = y ∧
      broydenUpdate B s y =
        multisecantUpdate B (replicateCol Unit s) (replicateCol Unit y) := by
  have hss : s ⬝ᵥ s ≠ 0 := fun h => hs (dotProduct_self_eq_zero.mp h)
  have key : ∀ (r : p → ℝ) (v : n → ℝ), vecMulVec r s *ᵥ v = (s ⬝ᵥ v) • r := by
    intro r v
    ext i
    simp only [Matrix.mulVec, dotProduct, Matrix.vecMulVec_apply, Pi.smul_apply,
      smul_eq_mul, Finset.sum_mul]
    exact Finset.sum_congr rfl fun j _ => by ring
  have hsec : broydenUpdate B s y *ᵥ s = y := by
    unfold broydenUpdate
    rw [Matrix.add_mulVec, key, smul_smul, mul_inv_cancel₀ hss, one_smul, add_sub_cancel]
  refine ⟨hsec, ?_⟩
  have hdet : IsUnit ((replicateCol Unit s)ᵀ * replicateCol Unit s).det := by
    rw [Matrix.det_unique, isUnit_iff_ne_zero]
    exact hss
  -- both matrices meet the same secant and no-change conditions
  refine (eq_update_iff B _ _ _ hdet).mpr ⟨?_, fun v hv => ?_⟩
  · ext i j
    exact congrFun hsec i
  · have hsv : s ⬝ᵥ v = 0 := congrFun hv ()
    unfold broydenUpdate
    rw [Matrix.add_mulVec, key, hsv, zero_smul, add_zero]
```

## Frobenius distance and the strict minimum

From here on `p` is finite too, so that the squared entries can be summed.

```lean
variable [Fintype p]

/-- The Frobenius norm, the square root of the sum of the squared entries. -/
def frobNorm (A : Matrix p n ℝ) : ℝ := Real.sqrt (∑ i, ∑ j, A i j ^ 2)
```

One nonzero entry already makes the sum positive.

```lean
/-- A nonzero matrix has positive Frobenius norm. -/
theorem frobNorm_pos {A : Matrix p n ℝ} (hA : A ≠ 0) : 0 < frobNorm A := by
  obtain ⟨i, j, hij⟩ : ∃ i j, A i j ≠ 0 := by
    by_contra! h
    exact hA (Matrix.ext h)
  apply Real.sqrt_pos.mpr
  calc 0 < A i j ^ 2 := by positivity
    _ ≤ ∑ l, A i l ^ 2 :=
      Finset.single_le_sum (f := fun l => A i l ^ 2) (fun l _ => sq_nonneg _)
        (Finset.mem_univ j)
    _ ≤ ∑ k, ∑ l, A k l ^ 2 :=
      Finset.single_le_sum (f := fun k => ∑ l, A k l ^ 2)
        (fun k _ => Finset.sum_nonneg fun l _ => sq_nonneg _) (Finset.mem_univ i)
```

The next lemma reads the row orthogonality off the diagonal of DEᵀ = 0 and expands the squares.

```lean
/-- If `D Eᵀ = 0`, the squared Frobenius norms of `D` and `E` add up to that of `D + E`. -/
theorem frobNorm_add_sq {D E : Matrix p n ℝ} (h : D * Eᵀ = 0) :
    frobNorm (D + E) ^ 2 = frobNorm D ^ 2 + frobNorm E ^ 2 := by
  have hsq : ∀ A : Matrix p n ℝ, frobNorm A ^ 2 = ∑ i, ∑ j, A i j ^ 2 := fun A =>
    Real.sq_sqrt (Finset.sum_nonneg fun i _ => Finset.sum_nonneg fun j _ => sq_nonneg _)
  rw [hsq, hsq, hsq, ← Finset.sum_add_distrib]
  refine Finset.sum_congr rfl fun i _ => ?_
  have hi : ∑ j, D i j * E i j = 0 := congrFun (congrFun h i) i
  have hexp : ∑ j, (D + E) i j ^ 2 =
      ∑ j, D i j ^ 2 + ∑ j, E i j ^ 2 + 2 * ∑ j, D i j * E i j := by
    rw [Finset.mul_sum, ← Finset.sum_add_distrib, ← Finset.sum_add_distrib]
    refine Finset.sum_congr rfl fun j _ => ?_
    rw [Matrix.add_apply]
    ring
  rw [hexp, hi]
  ring
```

With D and E as above, `horth` proves DEᵀ = 0.

```lean
/-- If `Sᵀ S` is invertible and `C S = Y`, the squared distance from `C` to `B` is the squared
distance from `C` to the multisecant update plus that from the update to `B`. -/
theorem secant_pythagoras (B C : Matrix p n ℝ) (S : Matrix n m ℝ) (Y : Matrix p m ℝ)
    (h : IsUnit (Sᵀ * S).det) (hC : C * S = Y) :
    frobNorm (C - B) ^ 2 = frobNorm (C - multisecantUpdate B S Y) ^ 2 +
      frobNorm (multisecantUpdate B S Y - B) ^ 2 := by
  have hE : multisecantUpdate B S Y - B = (Y - B * S) * (Sᵀ * S)⁻¹ * Sᵀ := by
    unfold multisecantUpdate
    rw [add_sub_cancel_left]
  -- the correction has its rows in the step space, which `C - B₊` annihilates
  have horth : (C - multisecantUpdate B S Y) * (multisecantUpdate B S Y - B)ᵀ = 0 := by
    rw [hE, Matrix.transpose_mul, Matrix.transpose_transpose, ← Matrix.mul_assoc,
      Matrix.sub_mul, hC, update_secant B S Y h, sub_self, Matrix.zero_mul]
  rw [← frobNorm_add_sq horth, sub_add_sub_cancel]
```

The last theorem states the secant equations for B₊ and the strict inequality for every other solution C, which makes B₊ the unique minimiser. `linarith` compares the squared distances, and the final lemma removes the squares.

```lean
/-- If `Sᵀ S` is invertible, the multisecant update satisfies the secant equations, and every
other matrix that does so is strictly farther from `B` in the Frobenius norm. -/
theorem update_unique_minimiser (B : Matrix p n ℝ) (S : Matrix n m ℝ) (Y : Matrix p m ℝ)
    (h : IsUnit (Sᵀ * S).det) :
    multisecantUpdate B S Y * S = Y ∧
      ∀ C : Matrix p n ℝ, C * S = Y → C ≠ multisecantUpdate B S Y →
        frobNorm (multisecantUpdate B S Y - B) < frobNorm (C - B) := by
  refine ⟨update_secant B S Y h, fun C hC hne => ?_⟩
  have hpos := pow_pos (frobNorm_pos (sub_ne_zero.mpr hne)) 2
  have hpyth := secant_pythagoras B C S Y h hC
  exact lt_of_pow_lt_pow_left₀ 2 (Real.sqrt_nonneg _) (by linarith)

end

end MultisecantUpdate
```

The minimum is over all real matrices satisfying the secant equations, with no symmetry or sparsity imposed. Convergence of the solver and rounding errors for nearly dependent steps are separate questions.

```lean
#print axioms MultisecantUpdate.secant_solvable_iff
#print axioms MultisecantUpdate.single_secant
#print axioms MultisecantUpdate.update_unique_minimiser
```

```
'MultisecantUpdate.secant_solvable_iff' depends on axioms: [propext, Classical.choice, Quot.sound]
'MultisecantUpdate.single_secant' depends on axioms: [propext, Classical.choice, Quot.sound]
'MultisecantUpdate.update_unique_minimiser' depends on axioms: [propext, Classical.choice, Quot.sound]
```
